# For $2Nt < g < N^2t/2$ on fully connected sites, the uniform state is a strict local minimum above the single-site state

## Can a stable delocalised carrier hide a lower polaron?

I describe an extra carrier by real amplitudes $\psi_i$ on $N$ sites, with $\sum_i\psi_i^2=1$, so its global phase is only a sign. Every site is connected to every other by hopping of strength $t>0$, and the lattice response is folded into a self-trapping term of strength $g$:

$$E(\psi)=-t\Big(\sum_i\psi_i\Big)^2-\frac g2\sum_i\psi_i^4 .$$

With five sites, $t=1$ and $g=12$, the evenly spread state has energy $-6.2$. Small perturbations of it seem to relax back, so I was ready to conclude that there is no polaron. But putting the whole carrier on one site gives $-7$. Can the spread state really be stable against every small distortion and still be the wrong answer?

## Yes: a barrier separates the two states

Take "small" to mean that every amplitude changes by less than some $\delta>0$. The uniform state $u_i=1/\sqrt N$ is then a strict local minimiser if all other unit states within some such $\delta$ have higher energy. Real amplitudes matter here: with complex ones, a small phase rotation of $u$ would cost no energy, and the minimum would not be strict.

Write $d_i=\psi_i-u_i$ and $D=\sum_i d_i^2$. Normalisation gives $1=1+\frac{2}{\sqrt N}\sum_i d_i+D$, so $\sum_i d_i=-\sqrt N\,D/2$. Hence

$$\Big(\sum_i\psi_i\Big)^2=N\Big(1-\frac D2\Big)^2=N-ND+\frac N4D^2,$$

$$\sum_i\psi_i^4=\frac1N+\frac{4}{N^{3/2}}\sum_i d_i+\frac6N D+\frac4{\sqrt N}\sum_i d_i^3+\sum_i d_i^4=\frac1N+\frac4N D+\frac4{\sqrt N}\sum_i d_i^3+\sum_i d_i^4 .$$

The energy change is therefore exactly

$$E(\psi)-E(u)=\kappa D-\frac{tN}4D^2-\frac{2g}{\sqrt N}\sum_i d_i^3-\frac g2\sum_i d_i^4,\qquad \kappa=tN-\frac{2g}N .$$

The quadratic term is the same in all directions, and $\kappa>0$ means $g<N^2t/2$. If all $|d_i|<\delta\le1$, then $|\sum_i d_i^3|\le\delta D$, $\sum_i d_i^4\le\delta D$ and $D\le N\delta$. For $g\ge0$ this gives

$$E(\psi)-E(u)\ge(\kappa-\delta K)D,\qquad K=\frac{tN^2}4+\frac{2g}{\sqrt N}+\frac g2 ,$$

which is positive for small $\delta$ and $\psi\ne u$. If instead $g>N^2t/2$, then $\kappa<0$. The $D^2$ and quartic terms only lower the energy, so $E(\psi)-E(u)\le(\kappa+2g\delta/\sqrt N)D<0$ for small $\delta$, and the uniform state is a strict local maximum.

A single-site state has energy $-t-g/2$, and the uniform state has $-tN-g/(2N)$. Their difference is

$$E(u)-E(\text{site})=\frac{N-1}{2N}\,(g-2Nt),$$

so for $N\ge2$ the single site is lower exactly when $g>2Nt$. Both conditions can be met when $2Nt<N^2t/2$, that is, when $N\ge5$. Your example lies in the window $10<g<12.5$. The lower bound compares the uniform state with the strict single-site state, which is not itself a minimum: a little amplitude of the same sign on the other sites lowers its energy further. A mostly localised state can therefore lie below the uniform one even for $g$ slightly under $2Nt$.

Now follow a continuous path of unit states from $u$ to somewhere else, and suppose that its energy never exceeds $E(u)$. Whenever the path is at $u$, it must stay there for nearby times, because every other close state is higher. The times spent at $u$ thus form an open set, which is also closed and contains the start. The interval is connected, so the path never leaves, a contradiction. Every path to the single-site state must climb.

In the Lean file, a state is a function `Fin N → ℝ`, `Normalised` is the unit-norm condition, and `uniform N` and `site j` are the two states compared. `StrictLocalMin` encodes the closeness condition above. The squared sum in `energy` gives every pair of sites the hopping element $-t$ and also shifts every on-site energy by $-t$, a constant on unit states. The coupling $g$ stands for local, linear carrier–lattice coupling with harmonic distortions already relaxed for the given density.

The theorem `uniform_metastable` assumes only $t>0$ and the two bounds on $g$; `window_nonempty_iff` then supplies $N\ge5$. `polaron_behind_barrier` adds that every continuous path of unit states from `uniform N` to `site j` somewhere exceeds the starting energy. The case $g=N^2t/2$ is left undecided, and the barrier gets no height.

```lean
import Mathlib

open Topology

namespace MetastableDelocalisedState

noncomputable section

variable {N : ℕ}

/-- Energy of a real state on `N` fully connected sites, with hopping `t` and
self-trapping strength `g`. -/
def energy (t g : ℝ) (ψ : Fin N → ℝ) : ℝ :=
  -t * (∑ i, ψ i) ^ 2 - g / 2 * ∑ i, ψ i ^ 4

/-- The state has unit norm. -/
def Normalised (ψ : Fin N → ℝ) : Prop := ∑ i, ψ i ^ 2 = 1

/-- The delocalised state, with amplitude `1/√N` on each of `N ≥ 1` sites. -/
def uniform (N : ℕ) : Fin N → ℝ := fun _ => 1 / √(N : ℝ)

/-- The state localised entirely on site `j`. -/
def site (j : Fin N) : Fin N → ℝ := fun i => if i = j then 1 else 0

/-- `φ` is a unit state, and all other unit states whose amplitudes are close enough to
those of `φ` have strictly higher energy. -/
def StrictLocalMin (t g : ℝ) (φ : Fin N → ℝ) : Prop :=
  Normalised φ ∧ ∃ δ > 0, ∀ ψ : Fin N → ℝ, Normalised ψ → ψ ≠ φ →
    (∀ i, |ψ i - φ i| < δ) → energy t g φ < energy t g ψ

/-- Exact expansion of the energy of a unit state about the uniform state, in powers of
the deviation of the amplitudes. -/
theorem energy_expansion (hN : 0 < N) (t g : ℝ) (ψ : Fin N → ℝ) (hψ : Normalised ψ) :
    energy t g ψ - energy t g (uniform N) =
      (t * N - 2 * g / N) * ∑ i, (ψ i - uniform N i) ^ 2
      - t * N / 4 * (∑ i, (ψ i - uniform N i) ^ 2) ^ 2
      - 2 * g / √(N : ℝ) * ∑ i, (ψ i - uniform N i) ^ 3
      - g / 2 * ∑ i, (ψ i - uniform N i) ^ 4 := by
  have hN' : (0 : ℝ) < N := Nat.cast_pos.mpr hN
  unfold Normalised at hψ
  -- power sums of the deviation in terms of power sums of the amplitudes
  have h2 : ∀ a : ℝ, ∑ i, (ψ i - a) ^ 2 = ∑ i, ψ i ^ 2 - 2 * a * ∑ i, ψ i + N * a ^ 2 := by
    intro a
    have h : ∀ i, (ψ i - a) ^ 2 = ψ i ^ 2 - 2 * a * ψ i + a ^ 2 := fun i => by ring
    simp only [h, Finset.sum_add_distrib, Finset.sum_sub_distrib, ← Finset.mul_sum,
      Finset.sum_const, Finset.card_univ, Fintype.card_fin, nsmul_eq_mul]
  have h3 : ∀ a : ℝ, ∑ i, (ψ i - a) ^ 3 = ∑ i, ψ i ^ 3 - 3 * a * ∑ i, ψ i ^ 2
      + 3 * a ^ 2 * ∑ i, ψ i - N * a ^ 3 := by
    intro a
    have h : ∀ i, (ψ i - a) ^ 3 = ψ i ^ 3 - 3 * a * ψ i ^ 2 + 3 * a ^ 2 * ψ i - a ^ 3 :=
      fun i => by ring
    simp only [h, Finset.sum_add_distrib, Finset.sum_sub_distrib, ← Finset.mul_sum,
      Finset.sum_const, Finset.card_univ, Fintype.card_fin, nsmul_eq_mul]
  have h4 : ∀ a : ℝ, ∑ i, (ψ i - a) ^ 4 = ∑ i, ψ i ^ 4 - 4 * a * ∑ i, ψ i ^ 3
      + 6 * a ^ 2 * ∑ i, ψ i ^ 2 - 4 * a ^ 3 * ∑ i, ψ i + N * a ^ 4 := by
    intro a
    have h : ∀ i, (ψ i - a) ^ 4 = ψ i ^ 4 - 4 * a * ψ i ^ 3 + 6 * a ^ 2 * ψ i ^ 2
        - 4 * a ^ 3 * ψ i + a ^ 4 := fun i => by ring
    simp only [h, Finset.sum_add_distrib, Finset.sum_sub_distrib, ← Finset.mul_sum,
      Finset.sum_const, Finset.card_univ, Fintype.card_fin, nsmul_eq_mul]
  obtain ⟨b, hbdef⟩ : ∃ b, b = √(N : ℝ) := ⟨_, rfl⟩
  have hb : b ≠ 0 := by rw [hbdef]; exact (Real.sqrt_pos.mpr hN').ne'
  have hNb : (N : ℝ) = b ^ 2 := by rw [hbdef, Real.sq_sqrt (Nat.cast_nonneg N)]
  simp only [energy, uniform, ← hbdef, Finset.sum_const, Finset.card_univ,
    Fintype.card_fin, nsmul_eq_mul]
  rw [h2, h3, h4, hψ, hNb]
  field_simp
  ring

/-- If `|d i| ≤ δ` for every `i`, the sum of the cubes of the `d i` is in absolute value at most `δ`
times the sum of their squares. -/
theorem cubic_bound {δ : ℝ} (d : Fin N → ℝ) (h : ∀ i, |d i| ≤ δ) :
    |∑ i, d i ^ 3| ≤ δ * ∑ i, d i ^ 2 := by
  refine (Finset.abs_sum_le_sum_abs _ _).trans ?_
  rw [Finset.mul_sum]
  refine Finset.sum_le_sum fun i _ => ?_
  have e : |d i ^ 3| = |d i| * d i ^ 2 := by
    rw [abs_pow, ← sq_abs (d i)]; ring
  rw [e]
  exact mul_le_mul_of_nonneg_right (h i) (sq_nonneg _)

/-- Two different states have a positive squared distance. -/
theorem sq_dist_pos {ψ φ : Fin N → ℝ} (h : ψ ≠ φ) : 0 < ∑ i, (ψ i - φ i) ^ 2 := by
  obtain ⟨i, hi⟩ := Function.ne_iff.mp h
  exact Finset.sum_pos' (fun _ _ => sq_nonneg _)
    ⟨i, Finset.mem_univ i, (sq_nonneg _).lt_of_ne' (pow_ne_zero 2 (sub_ne_zero.mpr hi))⟩

/-- For `t > 0` and `0 ≤ g < N²t/2` the uniform state is a strict local minimiser. -/
theorem uniform_strictLocalMin {t g : ℝ} (ht : 0 < t) (hg : 0 ≤ g)
    (h : g < (N : ℝ) ^ 2 * t / 2) : StrictLocalMin t g (uniform N) := by
  have hN : 0 < N := by
    rcases Nat.eq_zero_or_pos N with h0 | h0
    · subst h0
      norm_num at h
      linarith
    · exact h0
  have hN' : (0 : ℝ) < N := Nat.cast_pos.mpr hN
  constructor
  · simp only [Normalised, uniform, Finset.sum_const, Finset.card_univ, Fintype.card_fin,
      nsmul_eq_mul, div_pow, one_pow, Real.sq_sqrt (Nat.cast_nonneg N)]
    exact mul_one_div_cancel hN'.ne'
  obtain ⟨κ, hκ⟩ : ∃ κ, κ = t * N - 2 * g / N := ⟨_, rfl⟩
  obtain ⟨c, hc⟩ : ∃ c, c = 2 * g / √(N : ℝ) := ⟨_, rfl⟩
  have hκ0 : 0 < κ := by
    rw [hκ, sub_pos, div_lt_iff₀ hN']; nlinarith
  have hc0 : 0 ≤ c := by rw [hc]; positivity
  obtain ⟨K, hK⟩ : ∃ K, K = t * N / 4 * N + c + g / 2 := ⟨_, rfl⟩
  have hK0 : 0 ≤ K := by rw [hK]; positivity
  -- a radius on which the quadratic term dominates
  obtain ⟨δ, hδ0, hδ1, hδK⟩ : ∃ δ : ℝ, 0 < δ ∧ δ ≤ 1 ∧ δ * (K + 1) ≤ κ :=
    ⟨min 1 (κ / (K + 1)), lt_min one_pos (by positivity), min_le_left _ _,
      (le_div_iff₀ (by positivity)).mp (min_le_right _ _)⟩
  refine ⟨δ, hδ0, fun ψ hψ hne hclose => ?_⟩
  have e := energy_expansion hN t g ψ hψ
  rw [← hκ, ← hc] at e
  have hD := sq_dist_pos hne
  have hT : |∑ i, (ψ i - uniform N i) ^ 3| ≤ δ * ∑ i, (ψ i - uniform N i) ^ 2 :=
    cubic_bound (fun i => ψ i - uniform N i) fun i => (hclose i).le
  have hsq : ∀ i, (ψ i - uniform N i) ^ 2 ≤ δ := fun i => by
    rw [← sq_abs]
    nlinarith [hclose i, abs_nonneg (ψ i - uniform N i)]
  have hDN : ∑ i, (ψ i - uniform N i) ^ 2 ≤ N * δ := by
    refine (Finset.sum_le_sum fun i _ => hsq i).trans (le_of_eq ?_)
    simp
  have hQ : ∑ i, (ψ i - uniform N i) ^ 4 ≤ δ * ∑ i, (ψ i - uniform N i) ^ 2 := by
    rw [Finset.mul_sum]
    refine Finset.sum_le_sum fun i _ => ?_
    nlinarith [mul_le_mul_of_nonneg_right (hsq i) (sq_nonneg (ψ i - uniform N i))]
  generalize ∑ i, (ψ i - uniform N i) ^ 2 = D at *
  have b1 := mul_le_mul_of_nonneg_left (mul_le_mul_of_nonneg_right hDN hD.le)
    (show 0 ≤ t * N / 4 by positivity)
  have b2 := mul_le_mul_of_nonneg_left ((le_abs_self _).trans hT) hc0
  have b3 := mul_le_mul_of_nonneg_left hQ (show 0 ≤ g / 2 by positivity)
  have b4 : δ * K * D < κ * D := mul_lt_mul_of_pos_right (by linarith) hD
  rw [hK] at b4
  linarith

/-- For `t > 0` and `g > N²t/2` on `N ≥ 1` sites, all other unit states close enough to the
uniform state have strictly lower energy. -/
theorem uniform_strict_local_max {t g : ℝ} (hN : 0 < N) (ht : 0 < t)
    (h : (N : ℝ) ^ 2 * t / 2 < g) :
    ∃ δ > 0, ∀ ψ : Fin N → ℝ, Normalised ψ → ψ ≠ uniform N →
      (∀ i, |ψ i - uniform N i| < δ) → energy t g ψ < energy t g (uniform N) := by
  have hN' : (0 : ℝ) < N := Nat.cast_pos.mpr hN
  have hg : 0 < g := lt_trans (by positivity) h
  obtain ⟨κ, hκ⟩ : ∃ κ, κ = t * N - 2 * g / N := ⟨_, rfl⟩
  obtain ⟨c, hc⟩ : ∃ c, c = 2 * g / √(N : ℝ) := ⟨_, rfl⟩
  have hκ0 : 0 < -κ := by
    rw [hκ, neg_sub, sub_pos, lt_div_iff₀ hN']; nlinarith
  have hc0 : 0 ≤ c := by rw [hc]; positivity
  obtain ⟨δ, hδ0, hδ⟩ : ∃ δ : ℝ, 0 < δ ∧ δ * (c + 1) = -κ :=
    ⟨-κ / (c + 1), div_pos hκ0 (by positivity), div_mul_cancel₀ _ (by positivity)⟩
  refine ⟨δ, hδ0, fun ψ hψ hne hclose => ?_⟩
  have e := energy_expansion hN t g ψ hψ
  rw [← hκ, ← hc] at e
  have hD := sq_dist_pos hne
  have hT : |∑ i, (ψ i - uniform N i) ^ 3| ≤ δ * ∑ i, (ψ i - uniform N i) ^ 2 :=
    cubic_bound (fun i => ψ i - uniform N i) fun i => (hclose i).le
  have hQ : 0 ≤ g / 2 * ∑ i, (ψ i - uniform N i) ^ 4 := by positivity
  generalize ∑ i, (ψ i - uniform N i) ^ 2 = D at *
  -- the quartic terms only lower the energy, so the cubic one alone must be controlled
  have b1 : 0 ≤ t * N / 4 * D ^ 2 := by positivity
  have b2 := mul_le_mul_of_nonneg_left ((neg_le_abs _).trans hT) hc0
  have b3 : δ * c * D < -κ * D := mul_lt_mul_of_pos_right (by linarith) hD
  linarith

/-- On `N ≥ 2` sites a single-site state lies below the uniform state exactly when
`g > 2Nt`. -/
theorem site_lower_iff {t g : ℝ} (hN : 2 ≤ N) (j : Fin N) :
    energy t g (site j) < energy t g (uniform N) ↔ 2 * N * t < g := by
  have hN2 : (2 : ℝ) ≤ N := by exact_mod_cast hN
  have hN' : (0 : ℝ) < N := by linarith
  have hs : energy t g (site j) = -t - g / 2 := by
    simp [energy, site, ite_pow]
  have hu : energy t g (uniform N) = -t * N - g / (2 * N) := by
    obtain ⟨b, hbdef⟩ : ∃ b, b = √(N : ℝ) := ⟨_, rfl⟩
    have hb : b ≠ 0 := by rw [hbdef]; exact (Real.sqrt_pos.mpr hN').ne'
    have hNb : (N : ℝ) = b ^ 2 := by rw [hbdef, Real.sq_sqrt (Nat.cast_nonneg N)]
    simp only [energy, uniform, ← hbdef, Finset.sum_const, Finset.card_univ,
      Fintype.card_fin, nsmul_eq_mul]
    rw [hNb]
    field_simp
  obtain ⟨p, hp, key⟩ : ∃ p : ℝ, 0 < p ∧
      energy t g (uniform N) - energy t g (site j) = p * (g - 2 * N * t) := by
    refine ⟨(N - 1) / (2 * N), div_pos (by linarith) (by positivity), ?_⟩
    rw [hs, hu]
    field_simp
    ring
  rw [← sub_pos, key, mul_pos_iff_of_pos_left hp, sub_pos]

/-- For `t > 0`, some coupling `g` satisfies `2Nt < g < N²t/2` exactly when there are at
least five sites. -/
theorem window_nonempty_iff {t : ℝ} (ht : 0 < t) :
    (∃ g : ℝ, 2 * N * t < g ∧ g < (N : ℝ) ^ 2 * t / 2) ↔ 5 ≤ N := by
  constructor
  · rintro ⟨g, h1, h2⟩
    by_contra hc
    have h4 : (N : ℝ) ≤ 4 := by exact_mod_cast (by omega : N ≤ 4)
    nlinarith [mul_nonneg (mul_nonneg (Nat.cast_nonneg (α := ℝ) N) ht.le) (sub_nonneg.mpr h4)]
  · intro h
    have h5 : (5 : ℝ) ≤ N := by exact_mod_cast h
    have hp : 0 < (N : ℝ) * t * (N - 4) :=
      mul_pos (mul_pos (by linarith) ht) (by linarith)
    exact ⟨(2 * N * t + (N : ℝ) ^ 2 * t / 2) / 2, by nlinarith, by nlinarith⟩

/-- **Metastable delocalised state.** For `t > 0` and `2Nt < g < N²t/2` the uniform state is
a strict local minimiser, yet every single-site state has lower energy. -/
theorem uniform_metastable {t g : ℝ} (ht : 0 < t) (h1 : 2 * N * t < g)
    (h2 : g < (N : ℝ) ^ 2 * t / 2) :
    StrictLocalMin t g (uniform N) ∧
      ∀ j : Fin N, Normalised (site j) ∧ energy t g (site j) < energy t g (uniform N) := by
  have hN : 5 ≤ N := (window_nonempty_iff ht).mp ⟨g, h1, h2⟩
  have hg : 0 ≤ g := le_trans (by positivity) h1.le
  exact ⟨uniform_strictLocalMin ht hg h2, fun j =>
    ⟨by simp [Normalised, site, ite_pow], (site_lower_iff (by omega) j).mpr h1⟩⟩

/-- A continuous path of unit states from a strict local minimiser to a different state
somewhere rises above the initial energy. -/
theorem exists_barrier {t g : ℝ} {φ : Fin N → ℝ} (hφ : StrictLocalMin t g φ)
    (γ : unitInterval → Fin N → ℝ) (hγ : Continuous γ) (hn : ∀ s, Normalised (γ s))
    (h0 : γ 0 = φ) (h1 : γ 1 ≠ φ) : ∃ s, energy t g φ < energy t g (γ s) := by
  by_contra hc
  have hle : ∀ s, energy t g (γ s) ≤ energy t g φ := fun s =>
    le_of_not_gt fun hs => hc ⟨s, hs⟩
  obtain ⟨-, δ, hδ, hmin⟩ := hφ
  -- the times spent at the minimiser form an open and closed set
  have hopen : IsOpen {s | γ s = φ} := by
    refine isOpen_iff_mem_nhds.mpr fun s hs => ?_
    have hs' : γ s = φ := hs
    have hb : ∀ᶠ r in 𝓝 s, γ r ∈ Metric.ball φ δ :=
      hγ.continuousAt.eventually_mem (by rw [hs']; exact Metric.ball_mem_nhds _ hδ)
    filter_upwards [hb] with r hr
    by_contra hne
    refine absurd (hmin (γ r) (hn r) hne fun i => ?_) (not_lt_of_ge (hle r))
    have hd := dist_le_pi_dist (γ r) φ i
    rw [Real.dist_eq] at hd
    exact hd.trans_lt (Metric.mem_ball.mp hr)
  have hcl : IsClopen {s | γ s = φ} := ⟨isClosed_eq hγ continuous_const, hopen⟩
  have : PreconnectedSpace unitInterval := Subtype.preconnectedSpace isPreconnected_Icc
  have hmem : (1 : unitInterval) ∈ {s | γ s = φ} := by
    rw [hcl.eq_univ ⟨0, h0⟩]
    trivial
  exact h1 hmem

/-- For `t > 0` and `2Nt < g < N²t/2`, every continuous path of unit states from the uniform
state to a single-site state somewhere rises above the energy of the uniform state. -/
theorem polaron_behind_barrier {t g : ℝ} (ht : 0 < t) (h1 : 2 * N * t < g)
    (h2 : g < (N : ℝ) ^ 2 * t / 2) (j : Fin N) (γ : unitInterval → Fin N → ℝ)
    (hγ : Continuous γ) (hn : ∀ s, Normalised (γ s)) (hu : γ 0 = uniform N)
    (hj : γ 1 = site j) : ∃ s, energy t g (uniform N) < energy t g (γ s) := by
  obtain ⟨hmin, hlow⟩ := uniform_metastable ht h1 h2
  refine exists_barrier hmin γ hγ hn hu fun h => ?_
  have hlt := (hlow j).2
  rw [← hj, h] at hlt
  exact lt_irrefl _ hlt

end

end MetastableDelocalisedState
```

```lean
#print axioms MetastableDelocalisedState.uniform_strictLocalMin
#print axioms MetastableDelocalisedState.uniform_strict_local_max
#print axioms MetastableDelocalisedState.polaron_behind_barrier
```

```
'MetastableDelocalisedState.uniform_strictLocalMin' depends on axioms: [propext, Classical.choice, Quot.sound]
'MetastableDelocalisedState.uniform_strict_local_max' depends on axioms: [propext, Classical.choice, Quot.sound]
'MetastableDelocalisedState.polaron_behind_barrier' depends on axioms: [propext, Classical.choice, Quot.sound]
```

`energy_expansion` reaches the exact formula by a slightly different route. Its steps `h2`, `h3` and `h4` write the power sums of the deviation in terms of those of $\psi$. The proof then inserts $\sum_i\psi_i^2=1$, replaces $N$ by $b^2$ with $b=\sqrt N$, and leaves the algebra to `field_simp` and `ring`.

`cubic_bound` is the estimate $|\sum_i d_i^3|\le\delta D$, and `sq_dist_pos` says that $D>0$ for two different states. In `uniform_strictLocalMin`, the radius is chosen so that $\delta(K+1)\le\kappa$, which makes $\delta K<\kappa$. The inequalities `b1`, `b2` and `b3` bound the three higher terms, `b4` compares their total with $\kappa D$, and `linarith` combines them with the expansion. `uniform_strict_local_max` does the same for $\kappa<0$, where only the cubic term needs an upper bound.

`site_lower_iff` computes the two energies and factors their difference as above; the positive prefactor turns the comparison into $g>2Nt$. `uniform_metastable` joins this to the local minimum.

`exists_barrier` carries out the path argument for any strict local minimiser and any different endpoint. Continuity keeps the path inside a ball of radius $\delta$ for nearby times, which makes the set of times spent at the minimiser open. `hcl.eq_univ` then uses connectedness to extend that set to the whole interval, including the endpoint. `polaron_behind_barrier` applies this result, since the single-site state has a different energy from the uniform state and so cannot equal it.

For supercell calculations, this one-carrier model with all-to-all hopping shows how a relaxation from an undistorted structure can settle in a delocalised solution although a localised one lies lower. A continuous relaxation that never raises the energy cannot leave the uniform state, whereas an optimiser with finite steps may jump over the barrier. Stability against small distortions therefore does not settle your question; a start that is already localised tests the other side of the barrier.
